# The summed line intensities of a linear dipole from a displaced vibrational state

The theorem `hasSum_intensity` concerns a normalised vibrational state with real number-basis coefficients that is an eigenvector of the lowering operator with eigenvalue `a`. The dipole is `u + w q`, linear in the dimensionless coordinate `q = (b + b*) / √2`, and the intensity of line `n` is the square of the `n`-th component of the dipole applied to the state, with no frequency factor. The theorem says that the series of these intensities converges to `(u + √2 a w)² + w²/2`. The attempt uses the eigenvalue equation to write each amplitude as a combination of the state and its raised partner, then expands the square and adds three known series: the norm of the state, its overlap with the raised state, and the squared norm of the raised state.

In Lean, a first try:

```lean
import Mathlib

namespace HasSumIntensity

noncomputable section

/-- The lowering operator `b` acting on the number-basis coefficients of a vibrational state. -/
def lower (c : ℕ → ℝ) (n : ℕ) : ℝ := √((n : ℝ) + 1) * c (n + 1)

/-- The raising operator `b*` acting on the number-basis coefficients of a vibrational state. -/
def raise (c : ℕ → ℝ) : ℕ → ℝ
  | 0 => 0
  | n + 1 => √((n : ℝ) + 1) * c n

/-- The amplitude of line `n`: the `n`-th component of `(u + w q) c`,
with `q = (b + b*) / √2`. -/
def lineAmp (u w : ℝ) (c : ℕ → ℝ) (n : ℕ) : ℝ :=
  u * c n + w * ((lower c n + raise c n) / √2)

/-- A normalised vibrational state with real coefficients that is an eigenvector of the
lowering operator with eigenvalue `a`. -/
structure IsDisplaced (a : ℝ) (c : ℕ → ℝ) : Prop where
  eigen : ∀ n, lower c n = a * c n
  normalized : HasSum (fun n => c n ^ 2) 1

/-- A series whose first term vanishes has the same sum as the series shifted by one. -/
private lemma hasSum_of_shift {f : ℕ → ℝ} {s : ℝ} (h0 : f 0 = 0)
    (h : HasSum (fun n => f (n + 1)) s) : HasSum f s := by
  have h1 := (hasSum_nat_add_iff (f := f) 1).1 h
  simpa [h0] using h1

/-- A convergent series may be rewritten with equal terms and an equal sum. -/
private lemma hasSum_of_eq {f g : ℕ → ℝ} {s t : ℝ} (h : HasSum f s)
    (hf : g = f) (hs : t = s) : HasSum g t := by
  rw [hf, hs]
  exact h

/-- The inverse of `√2` is `√2 / 2`. -/
private lemma inv_sqrt_two : (√2 : ℝ)⁻¹ = √2 / 2 := by
  have s2 : √2 * √2 = (2 : ℝ) := Real.mul_self_sqrt (by norm_num)
  apply inv_eq_of_mul_eq_one_right
  linear_combination s2 / 2

variable {a : ℝ} {c : ℕ → ℝ}

/-- The mean vibrational quantum number of a displaced state is `a²`. -/
theorem hasSum_quantumNumber (h : IsDisplaced a c) :
    HasSum (fun n : ℕ => (n : ℝ) * c n ^ 2) (a ^ 2) := by
  refine hasSum_of_shift (by simp) ?_
  refine hasSum_of_eq (h.normalized.mul_left (a ^ 2)) ?_ ?_
  · funext n
    have e := h.eigen n
    have s : √((n : ℝ) + 1) * √((n : ℝ) + 1) = n + 1 :=
      Real.mul_self_sqrt (by positivity)
    simp only [lower] at e
    simp only [Nat.cast_add, Nat.cast_one]
    linear_combination (√((n : ℝ) + 1) * c (n + 1) + a * c n) * e - c (n + 1) ^ 2 * s
  · ring

/-- The line intensities of the dipole `u + w q` from a displaced state sum to
`(u + √2 a w)² + w²/2`. -/
theorem hasSum_intensity (h : IsDisplaced a c) (u w : ℝ) :
    HasSum (fun n => lineAmp u w c n ^ 2) ((u + √2 * a * w) ^ 2 + w ^ 2 / 2) := by
  have s2 : √2 * √2 = (2 : ℝ) := Real.mul_self_sqrt (by norm_num)
  -- overlap of the state with its raised partner
  have hov : HasSum (fun n => c n * raise c n) a := by
    refine hasSum_of_shift (by simp [raise]) ?_
    refine hasSum_of_eq (h.normalized.mul_left a) ?_ ?_
    · funext n
      have e := h.eigen n
      simp only [lower] at e
      simp only [raise]
      linear_combination c n * e
    · ring
  -- squared norm of the raised state
  have hsq : HasSum (fun n => raise c n ^ 2) (a ^ 2 + 1) := by
    refine hasSum_of_shift (by simp [raise]) ?_
    convert (hasSum_quantumNumber h).add h.normalized using 1
    funext n
    have s : √((n : ℝ) + 1) * √((n : ℝ) + 1) = n + 1 :=
      Real.mul_self_sqrt (by positivity)
    simp only [raise]
    linear_combination c n ^ 2 * s
  -- expand the square of `(u + w a / √2) c + (w / √2) b* c`
  convert ((h.normalized.mul_left ((u + w * (√2 / 2) * a) ^ 2)).add
    (hov.mul_left (2 * (u + w * (√2 / 2) * a) * (w * (√2 / 2))))).add
    (hsq.mul_left ((w * (√2 / 2)) ^ 2)) using 1
  · funext n
    unfold lineAmp
    rw [h.eigen, div_eq_mul_inv, inv_sqrt_two]
    ring
  · linear_combination (-(w ^ 2 / 4)) * s2

end

end HasSumIntensity
```

Lean reports:

```
Main.lean:88:4: error: Tactic `apply` failed: could not unify the conclusion of `@funext`
  ?f = ?g
with the goal
  Real.instAddCommMonoid =
    CommRing.toNonUnitalCommRing.toNonUnitalNonAssocCommRing.toNonUnitalNonAssocSemiring.toAddCommMonoid

Note: The full type of `@funext` is
  ∀ {α : Sort ?u.227} {β : α → Sort ?u.226} {f g : (x : α) → β x}, (∀ (x : α), f x = g x) → f = g

case e'_3
a : ℝ
c : ℕ → ℝ
h : IsDisplaced a c
u w : ℝ
s2 : √2 * √2 = 2
hov : HasSum (fun n => c n * raise c n) a
hsq : HasSum (fun n => raise c n ^ 2) (a ^ 2 + 1)
⊢ Real.instAddCommMonoid =
    CommRing.toNonUnitalCommRing.toNonUnitalNonAssocCommRing.toNonUnitalNonAssocSemiring.toAddCommMonoid
Main.lean:92:26: error(lean.synthInstanceFailed): failed to synthesize instance of type class
  HPow ℝ ℕ (ℕ → ℝ)

Hint: Type class instance resolution failures can be inspected with the `set_option trace.Meta.synthInstance true` command.
Main.lean:92:24: error: Type mismatch
  -(w ^ 2 / 4)
has type
  ℕ → ℝ
but is expected to have type
  ℝ
Main.lean:63:80: error: unsolved goals
case e'_6
a : ℝ
c : ℕ → ℝ
h : IsDisplaced a c
u w : ℝ
s2 : √2 * √2 = 2
hov : HasSum (fun n => c n * raise c n) a
hsq : HasSum (fun n => raise c n ^ 2) (a ^ 2 + 1)
⊢ (u + √2 * a * w) ^ 2 + w ^ 2 / 2 =
    (u + w * (√2 / 2) * a) ^ 2 * 1 + 2 * (u + w * (√2 / 2) * a) * (w * (√2 / 2)) * a + (w * (√2 / 2)) ^ 2 * (a ^ 2 + 1)
```

Diagnosis. The final `convert … using 1` left three goals, but the proof has bullets for only two. The extra goal, which came first, asks that two `AddCommMonoid` structures on `ℝ` be equal: the one in the theorem's statement and the one carried by the combined series.

All four errors follow from this. The first bullet met the instance goal, where `funext` does not apply because the sides are not functions. The second met the equality of the summands, so `linear_combination` read its coefficient `-(w ^ 2 / 4)` as a function `ℕ → ℝ`. This caused both the failed `HPow` instance and the type mismatch with the real equation `s2`. The equality of the sums, meant for the second bullet, was left unsolved.

The repair applies the file's own lemma `hasSum_of_eq` with `refine`. Lean now accepts the two structures as the same by unfolding definitions when it checks the supplied series, and only the two `?_` goals remain: equal terms, then equal sums. The existing bullets prove these unchanged.

The change, after which it compiles:

```diff
@@ -83,7 +83,7 @@
     linear_combination c n ^ 2 * s
   -- expand the square of `(u + w a / √2) c + (w / √2) b* c`
-  convert ((h.normalized.mul_left ((u + w * (√2 / 2) * a) ^ 2)).add
+  refine hasSum_of_eq (((h.normalized.mul_left ((u + w * (√2 / 2) * a) ^ 2)).add
     (hov.mul_left (2 * (u + w * (√2 / 2) * a) * (w * (√2 / 2))))).add
-    (hsq.mul_left ((w * (√2 / 2)) ^ 2)) using 1
+    (hsq.mul_left ((w * (√2 / 2)) ^ 2))) ?_ ?_
   · funext n
     unfold lineAmp
```
